# The Dalgarno–Lewis identity for the second-order energy in a finite state space

A molecule in a non-degenerate ground state has its energy lowered at second order in a weak static electric field, and the size of the shift gives the polarizability. The textbook expression for the shift is a sum over all the excited states of the field-free Hamiltonian. A code that has converged only the ground state doesn't have those states, and computing them all means a full diagonalisation. The question is whether the sum can be had without them.

## One linear equation in place of the excited states

Let \(H_0\) be the unperturbed Hamiltonian on a finite-dimensional real or complex state space, with an orthonormal basis of eigenstates \(b_k\) and real energies \(e_k\). Let \(V\) be a symmetric perturbation (Hermitian in the complex case), and let \(y_0\) be a unit vector with \(H_0y_0=E_0y_0\). Suppose that a linear operator \(F\) and a real number \(E_1\) satisfy the Dalgarno–Lewis equation

\[
(FH_0-H_0F)\,y_0=(V-E_1)\,y_0 .
\]

Then

\[
\sum_{k:\,e_k\neq E_0}\frac{|\langle b_k,Vy_0\rangle|^2}{E_0-e_k}
=\langle y_0,(V-E_1)F\,y_0\rangle .
\]

When \(E_0\) is a simple eigenvalue, the left side is the second-order energy of \(y_0\). A suitable \(F\) then always exists, and \(E_1\) is the first-order energy \(\langle y_0,Vy_0\rangle\).

The identity itself doesn't need a simple level, because the sum omits every state of energy \(E_0\). In a degenerate level, however, the equation can be solved only if \(V\) doesn't couple \(y_0\) to the rest of the level. Even then the sum need not be the second-order energy shift of a perturbed state if \(V\) leaves some of the degeneracy in place at first order.

## The linear solve in a polarizability calculation

Only the vector \(\psi=Fy_0\) enters the energy, so a code doesn't store \(F\). Since \(H_0y_0=E_0y_0\), the equation becomes the linear system

\[
(E_0-H_0)\,\psi=(V-E_1)\,y_0 ,
\]

whose solution orthogonal to \(y_0\) is, for a simple level, the first-order correction to the state in intermediate normalisation (the perturbed state keeps overlap 1 with \(y_0\)). In a configuration-interaction calculation with a fixed determinant space, the steps are:

1. Converge \(y_0\) and \(E_0\), form \(Vy_0\), and compute \(E_1=\langle y_0,Vy_0\rangle\).
2. Solve the linear system iteratively, using products of \(H_0\) with trial vectors. The matrix is singular along \(y_0\), so the iterates are kept orthogonal to \(y_0\). For a non-degenerate ground state, \(H_0-E_0\) is positive definite on that complement, and conjugate gradients apply after both sides have changed sign.
3. Evaluate \(E_2=\langle y_0,V\psi\rangle-E_1\langle y_0,\psi\rangle\).

For \(V=-\mathcal{E}\mu_z\), with field strength \(\mathcal{E}\) and dipole operator \(\mu_z\), the polarizability component within that determinant space is \(\alpha_{zz}=-2E_2/\mathcal{E}^2\).

The term with \(E_1\) in step 3 matters when \(\psi\) has a component along \(y_0\). Adding \(c\,y_0\) to \(\psi\) changes the full expression by \(c\,(\langle y_0,Vy_0\rangle-E_1)=0\), but it changes \(\langle y_0,V\psi\rangle\) alone by \(c\,E_1\). A code that drops the term must therefore enforce \(\langle y_0,\psi\rangle=0\), unless \(E_1=0\).

## From projected components to the energy

The inner product is linear in its second argument and conjugate-linear in its first. Expanding any vector as \(x=\sum_j\langle b_j,x\rangle b_j\) gives \(H_0x=\sum_j\langle b_j,x\rangle e_jb_j\), and hence

\[
\langle b_k,H_0x\rangle=e_k\langle b_k,x\rangle .
\]

Write \(s=(V-E_1)y_0\) for the source. The Dalgarno–Lewis equation reads \(E_0Fy_0-H_0Fy_0=s\), and its component along \(b_k\) is

\[
(E_0-e_k)\langle b_k,Fy_0\rangle=\langle b_k,s\rangle .
\]

There are two cases.

**States inside the level.** If \(e_k=E_0\), the left side vanishes, so \(\langle b_k,s\rangle=0\).

**States outside the level.** If \(e_k\neq E_0\), then \(b_k\) is orthogonal to \(y_0\), because

\[
E_0\langle b_k,y_0\rangle=\langle b_k,H_0y_0\rangle=e_k\langle b_k,y_0\rangle .
\]

The \(E_1\) term therefore drops out of the source component, which leaves \(\langle b_k,s\rangle=\langle b_k,Vy_0\rangle\) and

\[
\langle b_k,Fy_0\rangle=\frac{\langle b_k,Vy_0\rangle}{E_0-e_k}.
\]

Since \(V\) is symmetric and \(E_1\) is real, \(V-E_1\) can be moved to the left of the inner product. Inserting the complete set of states then gives

\[
\langle y_0,(V-E_1)Fy_0\rangle=\langle s,Fy_0\rangle
=\sum_k\langle s,b_k\rangle\langle b_k,Fy_0\rangle
=\sum_{k:\,e_k\neq E_0}\frac{|\langle b_k,Vy_0\rangle|^2}{E_0-e_k}.
\]

The value of \(E_1\) follows from the component of the equation along \(y_0\). There the left side is \(E_0\langle y_0,Fy_0\rangle-\langle H_0y_0,Fy_0\rangle=0\), so \(\langle y_0,Vy_0\rangle=E_1\) for unit \(y_0\).

For existence, suppose that \(s\) has no component inside the level. Set

\[
\psi=\sum_{k:\,e_k\neq E_0}\frac{\langle b_k,s\rangle}{E_0-e_k}\,b_k,\qquad Fx=\langle y_0,x\rangle\,\psi .
\]

Then \(Fy_0=\psi\) and \((E_0-H_0)\psi=s\). If the level is simple, each \(b_k\) inside it is a multiple \(c\,y_0\), and \(\langle b_k,s\rangle=\bar c\,(\langle y_0,Vy_0\rangle-E_1)\) vanishes once \(E_1\) is the first-order energy.

Finally, if \(F\) and \(G\) both solve the equation, subtraction gives \((E_0-H_0)(Fy_0-Gy_0)=0\). In a simple level the difference is therefore a multiple of \(y_0\).

## The identity and its solvability conditions in Lean

```lean
import Mathlib

open scoped InnerProductSpace

namespace DalgarnoLewis

noncomputable section

variable {𝕜 E ι : Type*} [RCLike 𝕜] [NormedAddCommGroup E] [InnerProductSpace 𝕜 E] [Fintype ι]

/-- The Dalgarno-Lewis equation `(F H0 - H0 F) y0 = (V - E1) y0` for the operator `F`. -/
def Solves (H0 V F : E →ₗ[𝕜] E) (y0 : E) (E1 : ℝ) : Prop :=
  F (H0 y0) - H0 (F y0) = V y0 - (E1 : 𝕜) • y0

/-- The sum-over-states second-order energy of `y0`: squared couplings over energy
denominators, summed over the states `b k` whose energy `e k` differs from `E0`. -/
def secondOrderEnergy (b : OrthonormalBasis ι 𝕜 E) (e : ι → ℝ) (V : E →ₗ[𝕜] E)
    (y0 : E) (E0 : ℝ) : ℝ :=
  ∑ k with e k ≠ E0, ‖⟪b k, V y0⟫_𝕜‖ ^ 2 / (E0 - e k)

/-- The component of `H0 x` along a state of an orthonormal eigenbasis is the energy of that state
times the component of `x`. -/
theorem inner_hamiltonian (b : OrthonormalBasis ι 𝕜 E) (e : ι → ℝ) (H0 : E →ₗ[𝕜] E)
    (hb : ∀ k, H0 (b k) = (e k : 𝕜) • b k) (k : ι) (x : E) :
    ⟪b k, H0 x⟫_𝕜 = (e k : 𝕜) * ⟪b k, x⟫_𝕜 := by
  classical
  have hx : H0 x = ∑ j, ⟪b j, x⟫_𝕜 • ((e j : 𝕜) • b j) := by
    conv_lhs => rw [← b.sum_repr' x]
    simp only [map_sum, map_smul, hb]
  have ho := orthonormal_iff_ite.mp b.orthonormal
  rw [hx, inner_sum]
  simp only [inner_smul_right, ho, mul_ite, mul_one, mul_zero, Finset.sum_ite_eq,
    Finset.mem_univ, if_true]
  ring

/-- The Dalgarno-Lewis equation projected on a state of an orthonormal eigenbasis: `(E0 - e k) <b k,
F y0> = <b k, (V - E1) y0>`. -/
theorem projected_equation (b : OrthonormalBasis ι 𝕜 E) (e : ι → ℝ) (H0 V F : E →ₗ[𝕜] E)
    (hb : ∀ k, H0 (b k) = (e k : 𝕜) • b k) {y0 : E} {E0 E1 : ℝ}
    (h0 : H0 y0 = (E0 : 𝕜) • y0) (hF : Solves H0 V F y0 E1) (k : ι) :
    ((E0 : 𝕜) - (e k : 𝕜)) * ⟪b k, F y0⟫_𝕜 = ⟪b k, V y0 - (E1 : 𝕜) • y0⟫_𝕜 := by
  unfold Solves at hF
  rw [← hF, h0, map_smul, inner_sub_right, inner_smul_right,
    inner_hamiltonian b e H0 hb]
  ring

/-- **Dalgarno-Lewis method.** If `F` solves the Dalgarno-Lewis equation for an eigenvector `y0` of
`H0` and `V` is symmetric, the sum-over-states second-order energy equals `<y0, (V - E1) F y0>`. -/
theorem dalgarno_lewis (b : OrthonormalBasis ι 𝕜 E) (e : ι → ℝ) (H0 V F : E →ₗ[𝕜] E)
    (hb : ∀ k, H0 (b k) = (e k : 𝕜) • b k) (hV : V.IsSymmetric) {y0 : E} {E0 E1 : ℝ}
    (h0 : H0 y0 = (E0 : 𝕜) • y0) (hF : Solves H0 V F y0 E1) :
    (secondOrderEnergy b e V y0 E0 : 𝕜) = ⟪y0, V (F y0) - (E1 : 𝕜) • F y0⟫_𝕜 := by
  -- move `V - E1` to the left and insert a complete set of states
  have hmove : ⟪y0, V (F y0) - (E1 : 𝕜) • F y0⟫_𝕜
      = ⟪V y0 - (E1 : 𝕜) • y0, F y0⟫_𝕜 := by
    rw [inner_sub_right, inner_sub_left, inner_smul_right, inner_smul_left,
      RCLike.conj_ofReal, hV y0 (F y0)]
  rw [hmove, ← b.sum_inner_mul_inner, secondOrderEnergy, Finset.sum_filter,
    RCLike.ofReal_sum]
  refine Finset.sum_congr rfl fun k _ => ?_
  have hp := projected_equation b e H0 V F hb h0 hF k
  rw [← inner_conj_symm (V y0 - (E1 : 𝕜) • y0) (b k)]
  by_cases hk : e k = E0
  · -- inside the level the source has no component
    have hz : ⟪b k, V y0 - (E1 : 𝕜) • y0⟫_𝕜 = 0 := by
      rw [← hp, hk, sub_self, zero_mul]
    rw [hz, if_neg (not_not.mpr hk), map_zero, zero_mul, RCLike.ofReal_zero]
  · -- outside the level the state is orthogonal to `y0`
    have hne : (E0 : 𝕜) - (e k : 𝕜) ≠ 0 := by
      intro h
      exact hk (RCLike.ofReal_injective (K := 𝕜) (sub_eq_zero.mp h)).symm
    have horth : ⟪b k, y0⟫_𝕜 = 0 := by
      have h1 := inner_hamiltonian b e H0 hb k y0
      rw [h0, inner_smul_right] at h1
      have h2 : ((E0 : 𝕜) - (e k : 𝕜)) * ⟪b k, y0⟫_𝕜 = 0 := by
        linear_combination h1
      exact (mul_eq_zero.mp h2).resolve_left hne
    have hs : ⟪b k, V y0 - (E1 : 𝕜) • y0⟫_𝕜 = ⟪b k, V y0⟫_𝕜 := by
      rw [inner_sub_right, inner_smul_right, horth, mul_zero, sub_zero]
    rw [hs] at hp ⊢
    rw [if_pos hk, RCLike.ofReal_div, RCLike.ofReal_pow, RCLike.ofReal_sub,
      div_eq_iff hne, ← RCLike.conj_mul]
    linear_combination (-(starRingEnd 𝕜) ⟪b k, V y0⟫_𝕜) * hp

/-- For a unit eigenvector `y0` of a symmetric `H0`, the number `E1` in a solvable Dalgarno-Lewis
equation is the first-order energy `<y0, V y0>`. -/
theorem first_order_energy (H0 V F : E →ₗ[𝕜] E) (hH : H0.IsSymmetric) {y0 : E} {E0 E1 : ℝ}
    (h0 : H0 y0 = (E0 : 𝕜) • y0) (hn : ‖y0‖ = 1) (hF : Solves H0 V F y0 E1) :
    (E1 : 𝕜) = ⟪y0, V y0⟫_𝕜 := by
  have h := congrArg (fun z => ⟪y0, z⟫_𝕜) hF
  have h1 : ⟪y0, y0⟫_𝕜 = 1 := by simp [inner_self_eq_norm_sq_to_K, hn]
  simp only [inner_sub_right] at h
  rw [← hH y0 (F y0), h0, map_smul, inner_smul_right, inner_smul_left,
    RCLike.conj_ofReal, inner_smul_right, h1] at h
  linear_combination h

/-- For a unit eigenvector `y0`, the Dalgarno-Lewis equation has a solution `F` exactly when
`(V - E1) y0` has no component along the basis states of energy `E0`. -/
theorem exists_solution_iff (b : OrthonormalBasis ι 𝕜 E) (e : ι → ℝ) (H0 V : E →ₗ[𝕜] E)
    (hb : ∀ k, H0 (b k) = (e k : 𝕜) • b k) {y0 : E} {E0 E1 : ℝ}
    (h0 : H0 y0 = (E0 : 𝕜) • y0) (hn : ‖y0‖ = 1) :
    (∃ F, Solves H0 V F y0 E1) ↔
      ∀ k, e k = E0 → ⟪b k, V y0 - (E1 : 𝕜) • y0⟫_𝕜 = 0 := by
  constructor
  · rintro ⟨F, hF⟩ k hk
    rw [← projected_equation b e H0 V F hb h0 hF k, hk, sub_self, zero_mul]
  · intro h
    -- divide each component of the source by its energy denominator
    obtain ⟨c, hc⟩ : ∃ c : ι → 𝕜, ∀ k,
        ((E0 : 𝕜) - (e k : 𝕜)) * c k = ⟪b k, V y0 - (E1 : 𝕜) • y0⟫_𝕜 := by
      refine ⟨fun k => ⟪b k, V y0 - (E1 : 𝕜) • y0⟫_𝕜 / ((E0 : 𝕜) - (e k : 𝕜)),
        fun k => ?_⟩
      by_cases hk : e k = E0
      · simp [h k hk]
      · have hne : (E0 : 𝕜) - (e k : 𝕜) ≠ 0 := fun h' =>
          hk (RCLike.ofReal_injective (K := 𝕜) (sub_eq_zero.mp h')).symm
        exact (mul_div_assoc _ _ _).symm.trans (mul_div_cancel_left₀ _ hne)
    refine ⟨(innerₛₗ 𝕜 y0).smulRight (∑ k, c k • b k), ?_⟩
    have hFy : (innerₛₗ 𝕜 y0).smulRight (∑ k, c k • b k) y0 = ∑ k, c k • b k := by
      simp [hn]
    unfold Solves
    rw [h0, map_smul, hFy, ← b.sum_repr' (V y0 - (E1 : 𝕜) • y0), map_sum,
      Finset.smul_sum, ← Finset.sum_sub_distrib]
    refine Finset.sum_congr rfl fun k _ => ?_
    rw [map_smul, hb, ← hc k]
    module

/-- If `y0` is a unit eigenvector and its level `E0` is simple, the Dalgarno-Lewis equation with `E1
= <y0, V y0>` has a solution for every symmetric perturbation `V`. -/
theorem exists_solution_of_simple (b : OrthonormalBasis ι 𝕜 E) (e : ι → ℝ)
    (H0 V : E →ₗ[𝕜] E) (hb : ∀ k, H0 (b k) = (e k : 𝕜) • b k) (hV : V.IsSymmetric)
    {y0 : E} {E0 : ℝ} (h0 : H0 y0 = (E0 : 𝕜) • y0) (hn : ‖y0‖ = 1)
    (hsimple : ∀ y, H0 y = (E0 : 𝕜) • y → ∃ c : 𝕜, y = c • y0) :
    ∃ F, Solves H0 V F y0 (RCLike.re ⟪y0, V y0⟫_𝕜) := by
  rw [exists_solution_iff b e H0 V hb h0 hn]
  intro k hk
  obtain ⟨c, hc⟩ := hsimple (b k) (by rw [hb, hk])
  have h1 : ⟪y0, y0⟫_𝕜 = 1 := by simp [inner_self_eq_norm_sq_to_K, hn]
  -- the expectation value of a symmetric operator is real
  have hre : ((RCLike.re ⟪y0, V y0⟫_𝕜 : ℝ) : 𝕜) = ⟪y0, V y0⟫_𝕜 :=
    RCLike.conj_eq_iff_re.mp (by rw [inner_conj_symm, hV y0 y0])
  rw [hc, inner_smul_left, inner_sub_right, inner_smul_right, h1, hre, mul_one, sub_self,
    mul_zero]

/-- For a simple level, two solutions of the Dalgarno-Lewis equation differ on `y0` only by
a multiple of `y0`. -/
theorem solution_unique_up_to_multiple (H0 V F G : E →ₗ[𝕜] E) {y0 : E} {E0 E1 : ℝ}
    (h0 : H0 y0 = (E0 : 𝕜) • y0)
    (hsimple : ∀ y, H0 y = (E0 : 𝕜) • y → ∃ c : 𝕜, y = c • y0)
    (hF : Solves H0 V F y0 E1) (hG : Solves H0 V G y0 E1) :
    ∃ c : 𝕜, F y0 - G y0 = c • y0 := by
  apply hsimple
  unfold Solves at hF hG
  rw [h0, map_smul] at hF hG
  rw [map_sub]
  linear_combination (norm := module) hG - hF

/-- The operator on the real two-level state space given by a 2 by 2 matrix. -/
def twoLevel (A : Matrix (Fin 2) (Fin 2) ℝ) :
    EuclideanSpace ℝ (Fin 2) →ₗ[ℝ] EuclideanSpace ℝ (Fin 2) where
  toFun x := WithLp.toLp 2 (A.mulVec x.ofLp)
  map_add' x y := by
    ext i
    fin_cases i <;> simp [Matrix.mulVec, dotProduct, Fin.sum_univ_two] <;> ring
  map_smul' c x := by
    ext i
    fin_cases i <;> simp [Matrix.mulVec, dotProduct, Fin.sum_univ_two] <;> ring

/-- A two-level system with energies 0 and 1 and a symmetric coupling between the levels, with
an explicit `F` that solves the Dalgarno-Lewis equation for the lower state. -/
theorem dalgarno_lewis_witness :
    (∀ k, twoLevel !![0, 0; 0, 1] (EuclideanSpace.basisFun (Fin 2) ℝ k)
      = (![0, 1] k : ℝ) • EuclideanSpace.basisFun (Fin 2) ℝ k) ∧
    (twoLevel !![0, 1; 1, 0]).IsSymmetric ∧
    Solves (twoLevel !![0, 0; 0, 1]) (twoLevel !![0, 1; 1, 0]) (twoLevel !![0, 0; -1, 0])
      (EuclideanSpace.basisFun (Fin 2) ℝ 0) 0 := by
  refine ⟨fun k => ?_, fun x y => ?_, ?_⟩
  · ext i
    fin_cases k <;> fin_cases i <;>
      simp [twoLevel, dotProduct, Fin.sum_univ_two]
  · simp [twoLevel, PiLp.inner_apply, dotProduct, Fin.sum_univ_two]
    ring
  · unfold Solves
    ext i
    fin_cases i <;> simp [twoLevel, dotProduct, Fin.sum_univ_two]

end

end DalgarnoLewis
```

```lean
#print axioms DalgarnoLewis.dalgarno_lewis
#print axioms DalgarnoLewis.first_order_energy
#print axioms DalgarnoLewis.exists_solution_of_simple
#print axioms DalgarnoLewis.solution_unique_up_to_multiple
```

```
'DalgarnoLewis.dalgarno_lewis' depends on axioms: [propext, Classical.choice, Quot.sound]
'DalgarnoLewis.first_order_energy' depends on axioms: [propext, Classical.choice, Quot.sound]
'DalgarnoLewis.exists_solution_of_simple' depends on axioms: [propext, Classical.choice, Quot.sound]
'DalgarnoLewis.solution_unique_up_to_multiple' depends on axioms: [propext, Classical.choice, Quot.sound]
```

## Operators, energies and the level in the Lean statements

The scalar field `𝕜` is the real or the complex numbers, and `E` is the state space. Operators are linear maps `E →ₗ[𝕜] E`, so a real symmetric matrix enters through the map that it defines. The eigenstates form an orthonormal basis `b` with a finite index type `ι`, the energies are a real function `e`, and `hb` says that `b k` has energy `e k`. This eigenbasis is a hypothesis of the main theorem and of both existence theorems, including `exists_solution_of_simple`, whose docstring doesn't mention it. For a symmetric operator `H0` the spectral theorem supplies it.

`Solves` is the Dalgarno–Lewis equation applied to the single vector `y0`, and it asks nothing of `F` on other vectors. `secondOrderEnergy` is the sum over states, with the filter `e k ≠ E0` removing the whole level. It is a real number, so `dalgarno_lewis` also shows that the inner product on the right is real.

The main theorem doesn't require `y0` to be normalised. For a nonzero `y0` of another length, both sides are divided by \(\|y_0\|^2\) to obtain the value for the unit vector. The theorems about the value of `E1` and the existence of `F` do assume `‖y0‖ = 1`. Simplicity of the level is the hypothesis `hsimple`: every solution of \(H_0y=E_0y\) is a multiple of `y0`.

## How the Lean proof follows the projection

`inner_hamiltonian` carries out the expansion in eigenstates, and `projected_equation` takes the component of the Dalgarno–Lewis equation along `b k`.

In `dalgarno_lewis`, the step `hmove` shifts \(V-E_1\) to the left using the symmetry of `V`, and `b.sum_inner_mul_inner` inserts the complete set. The two sums are then compared term by term. The split `by_cases hk : e k = E0` gives the two cases above: `hz` is the vanishing source component inside the level, while `horth` is the orthogonality to `y0` outside it. The last `linear_combination` multiplies the projected equation by the conjugate coupling, which produces the squared modulus.

`first_order_energy` takes the inner product of the equation with `y0`. `exists_solution_iff` shows that a solution exists exactly when the source has no component inside the level, and it builds `F` from the quotients `c k`. Inside the level these are 0/0, which Lean evaluates as 0, in agreement with the restricted sum for \(\psi\). `exists_solution_of_simple` applies this criterion to a simple level, and `solution_unique_up_to_multiple` subtracts two solutions.

`dalgarno_lewis_witness` gives a concrete case with energies 0 and 1 and unit coupling between the two states. It verifies the eigenbasis, the symmetry of the coupling and the equation for an explicit `F` with \(Fb_0=-b_1\). Both sides of the identity are then \(-1\), a convenient reference value for an implementation.

## Exact solutions, finite spaces and the choice of basis

The identity holds for an exact solution of the linear system. An iterative solver stops at a nonzero residual, and the theorems give no bound on the resulting error in \(E_2\). Rounding and an incompletely converged \(y_0\) are likewise not treated.

The state space in the main theorem is finite-dimensional, as in a calculation with a finite basis. How close the result comes to the basis-set limit is a separate matter. For hydrogen in a uniform field, the Dalgarno–Lewis method looks for \(F\) as a function of position and solves a differential equation in a space that includes the continuum. The theorems here neither cover that space nor supply such a function.

The file defines the second-order energy by its sum over states. It doesn't derive that sum from the eigenvalues of \(H_0+\lambda V\), and it says nothing about the convergence of the perturbation series in \(\lambda\).
